# Exponentially small mean-square gradients of a Pauli-$Z$ string in a product of uniformly random $R_y$ rotations

## Qubits, trial state, cost and average

The qubits are labelled by a finite set $\iota$ with $n$ elements (`Fintype.card ι`). A basis state is a bit string $s$ with $s_i\in\{0,1\}$, of type `ι → Fin 2`, and a state is a real amplitude for each string. All amplitudes are real, so the bra is the transpose and `⬝ᵥ` is the inner product.

```lean
import Mathlib

open Real MeasureTheory Matrix

namespace BarrenPlateau

noncomputable section

variable {ι : Type*} [Fintype ι] [DecidableEq ι]
```

The rotation $R_y(t)=e^{-itY/2}$, with $Y$ the second Pauli matrix, is entered directly as its real matrix in the half angle $t/2$. Index $0$ is $|0\rangle$, on which the Pauli matrix $Z$ has eigenvalue $+1$.

```lean
/-- The single-qubit rotation `Ry(t) = exp(-i t Y / 2)`, a real matrix. -/
def Ry (t : ℝ) : Matrix (Fin 2) (Fin 2) ℝ :=
  !![cos (t / 2), -sin (t / 2); sin (t / 2), cos (t / 2)]

/-- The Pauli matrix `Z`. -/
def pauliZ : Matrix (Fin 2) (Fin 2) ℝ := !![1, 0; 0, -1]
```

For one-qubit matrices $A_i$ and vectors $v_i$, tensor products are defined entrywise:
$$\Big(\bigotimes_i A_i\Big)_{s,s'}=\prod_i (A_i)_{s_i s'_i},\qquad \Big(\bigotimes_i v_i\Big)_s=\prod_i (v_i)_{s_i}.$$

```lean
/-- Tensor product of single-qubit operators, as a matrix over bit strings. -/
def tensorOp (A : ι → Matrix (Fin 2) (Fin 2) ℝ) : Matrix (ι → Fin 2) (ι → Fin 2) ℝ :=
  Matrix.of fun s s' => ∏ i, A i (s i) (s' i)

/-- Tensor product of single-qubit vectors, as amplitudes over bit strings. -/
def prodVec (v : ι → Fin 2 → ℝ) : (ι → Fin 2) → ℝ := fun s => ∏ i, v i (s i)
```

For a set $S\subseteq\iota$ with $|S|$ elements, the observable $Z_S$ has $Z$ on the qubits in $S$ and the identity elsewhere. With one angle $\theta_i$ per qubit, the trial state is $\psi(\theta)=\bigotimes_i R_y(\theta_i)\,|0\dots0\rangle$ and the cost is $E_S(\theta)=\langle\psi(\theta)|Z_S|\psi(\theta)\rangle$. Each rotated qubit has unit norm, so $E_S$ is the Rayleigh quotient of $Z_S$ with denominator $1$.

```lean
/-- The Pauli string with `Z` on the qubits in `S` and the identity elsewhere. -/
def zString (S : Finset ι) : Matrix (ι → Fin 2) (ι → Fin 2) ℝ :=
  tensorOp fun i => if i ∈ S then pauliZ else 1

/-- The trial state: qubit `i` of `|0…0⟩` is rotated by `Ry(θ i)`. -/
def trialState (θ : ι → ℝ) : (ι → Fin 2) → ℝ :=
  tensorOp (fun i => Ry (θ i)) *ᵥ prodVec fun _ => ![1, 0]

/-- The cost function: the expectation value of the `Z` string in the trial state. -/
def energy (S : Finset ι) (θ : ι → ℝ) : ℝ :=
  trialState θ ⬝ᵥ zString S *ᵥ trialState θ
```

The partial derivative $\partial_kE_S$ with respect to the angle of qubit $k$ is `grad S k`. The expression `Function.update θ k t` replaces $\theta_k$ by $t$ and keeps the other angles, and the derivative in $t$ is evaluated at $t=\theta_k$.

```lean
/-- The partial derivative of the cost with respect to the angle `θ k`. -/
def grad (S : Finset ι) (k : ι) (θ : ι → ℝ) : ℝ :=
  deriv (fun t => energy S (Function.update θ k t)) (θ k)
```

For a function $g$ of all the angles and a function $h$ of one angle, the averages are
$$\langle g\rangle=\frac{1}{(2\pi)^n}\int_{[0,2\pi]^n}g(\theta)\,d^n\theta,\qquad \overline{h}=\frac1{2\pi}\int_0^{2\pi}h(t)\,dt .$$
The state changes sign when one angle advances by $2\pi$, but the cost does not, so $[0,2\pi]$ is a full period of the cost in each angle.

```lean
/-- The parameter cube: every angle lies in `[0, 2π]`. -/
def cube (ι : Type*) : Set (ι → ℝ) := Set.univ.pi fun _ => Set.Icc 0 (2 * π)

/-- The uniform average over the parameter cube. -/
def cubeAvg (g : (ι → ℝ) → ℝ) : ℝ := ((2 * π) ^ Fintype.card ι)⁻¹ * ∫ θ in cube ι, g θ

/-- The uniform average over one angle in `[0, 2π]`. -/
def angleAvg (g : ℝ → ℝ) : ℝ := (2 * π)⁻¹ * ∫ t in (0 : ℝ)..(2 * π), g t
```

Several assumptions are built into these definitions, and others appear as named arguments of the theorems. The examples below of what changes when one is removed are ordinary calculations that lie beyond the theorems displayed.

## No entangling gates, and a single $Z$ string

The circuit is one layer of independent rotations, so $\psi$ is a product state, and the observable is a product operator. The first use is distributivity: a sum over all bit strings of a product of one-qubit factors is a product of two-term sums,
$$\sum_s\prod_i (v_i)_{s_i}(w_i)_{s_i}=\prod_i\sum_{b=0}^{1}(v_i)_b(w_i)_b=\prod_i v_i\cdot w_i ,$$
where $w_i$ is a second family of one-qubit vectors. In `prodVec_dot` the lemma `Finset.prod_univ_sum` expands the product of sums on the right-hand side into the sum over bit strings.

```lean
/-- The overlap of two product states is the product of the single-qubit overlaps. -/
theorem prodVec_dot (v w : ι → Fin 2 → ℝ) :
    prodVec v ⬝ᵥ prodVec w = ∏ i, v i ⬝ᵥ w i := by
  unfold prodVec dotProduct
  rw [Finset.prod_univ_sum, Fintype.piFinset_univ]
  simp only [Finset.prod_mul_distrib]
```

Row $s$ of $\bigotimes_iA_i$ is the product vector built from row $s_i$ of each $A_i$. The overlap formula therefore gives $\big(\bigotimes_iA_i\big)\big(\bigotimes_iv_i\big)=\bigotimes_iA_iv_i$, and `tensorOp_mulVec` is proved by this one application.

```lean
/-- A product operator acts on a product state qubit by qubit. -/
theorem tensorOp_mulVec (A : ι → Matrix (Fin 2) (Fin 2) ℝ) (v : ι → Fin 2 → ℝ) :
    tensorOp A *ᵥ prodVec v = prodVec fun i => A i *ᵥ v i := by
  funext s
  exact prodVec_dot (fun i => A i (s i)) v
```

Put $c_i=\cos(\theta_i/2)$ and $d_i=\sin(\theta_i/2)$. Then $R_y(\theta_i)|0\rangle=(c_i,d_i)$ and $Z(c_i,d_i)=(c_i,-d_i)$. A qubit in $S$ contributes $c_i^2-d_i^2=\cos\theta_i$, and a qubit outside $S$ contributes $c_i^2+d_i^2=1$. Hence
$$E_S(\theta)=\prod_{i\in S}\cos\theta_i .$$
The theorem `energy_eq` states this for every $S$ and every real $\theta$. Its steps `hv` and `hz` are the two one-qubit actions. Two rewrites with `tensorOp_mulVec` and one with `prodVec_dot` reduce the cost to a product over qubits, and the case split on `i ∈ S` closes with `cos_two_mul'` or `cos_sq_add_sin_sq`.

```lean
/-- The energy of the `Z` string is the product of `cos θ i` over the qubits in `S`. -/
theorem energy_eq (S : Finset ι) (θ : ι → ℝ) : energy S θ = ∏ i ∈ S, cos (θ i) := by
  have hv : ∀ t : ℝ, Ry t *ᵥ ![1, 0] = ![cos (t / 2), sin (t / 2)] := by
    intro t
    ext i
    fin_cases i <;> simp [Ry, mulVec, dotProduct, Fin.sum_univ_two]
  have hz : ∀ c s : ℝ, pauliZ *ᵥ ![c, s] = ![c, -s] := by
    intro c s
    ext i
    fin_cases i <;> simp [pauliZ, mulVec, dotProduct, Fin.sum_univ_two]
  have hd : ∀ a b c d : ℝ, ![a, b] ⬝ᵥ ![c, d] = a * c + b * d := by
    intro a b c d
    simp [dotProduct, Fin.sum_univ_two]
  have hS : ∏ i ∈ S, cos (θ i) = ∏ i, if i ∈ S then cos (θ i) else 1 := by
    rw [Finset.prod_ite_mem, Finset.univ_inter]
  unfold energy trialState zString
  rw [tensorOp_mulVec, tensorOp_mulVec, prodVec_dot, hS]
  refine Finset.prod_congr rfl fun i _ => ?_
  by_cases hi : i ∈ S
  · -- a qubit carrying Z contributes cos² - sin² of the half angle
    have h := cos_two_mul' (θ i / 2)
    rw [show 2 * (θ i / 2) = θ i by ring] at h
    simp only [if_pos hi, hv, hz, hd]
    nlinarith [h]
  · -- a spectator qubit contributes its squared norm
    simp only [if_neg hi, hv, one_mulVec, hd]
    nlinarith [cos_sq_add_sin_sq (θ i / 2)]
```

An entangling gate can change the cost, though not every one does: a controlled-$Z$ gate applied after the rotations commutes with $Z_S$ and leaves the cost unchanged. A CNOT with control $a$ and target $b$, applied after the rotations, conjugates $Z_aZ_b$ into $Z_b$. The two-qubit cost is then $\cos\theta_b$, and its derivative in $\theta_b$ has mean square $1/2$ in place of $1/4$. Hamiltonians that are sums of several strings are not treated.

## The varied qubit is one that $Z_S$ measures

The argument `hk : k ∈ S` says that the angle being varied belongs to a qubit carrying $Z$. It allows the factor $\cos\theta_k$ to be split off, $E_S=\cos\theta_k\prod_{i\in S\setminus\{k\}}\cos\theta_i$. The remaining product does not depend on $\theta_k$, so
$$\partial_kE_S=-\sin\theta_k\prod_{i\in S\setminus\{k\}}\cos\theta_i .$$
In `hasDerivAt_energy` the set $S\setminus\{k\}$ is `S.erase k`, and `hk` enters through `Finset.mul_prod_erase S _ hk`. The lemma `Function.update_of_ne` shows that the other cosines ignore $t$, and `(hasDerivAt_cos _).mul_const _` differentiates the cosine times a constant.

```lean
/-- For `k ∈ S` the energy is differentiable in `θ k`, with derivative `-sin θ k` times the
cosines of the other angles in `S`. -/
theorem hasDerivAt_energy (S : Finset ι) (k : ι) (hk : k ∈ S) (θ : ι → ℝ) :
    HasDerivAt (fun t => energy S (Function.update θ k t))
      (-sin (θ k) * ∏ i ∈ S.erase k, cos (θ i)) (θ k) := by
  have h : (fun t => energy S (Function.update θ k t))
      = fun t => cos t * ∏ i ∈ S.erase k, cos (θ i) := by
    funext t
    rw [energy_eq, ← Finset.mul_prod_erase S _ hk, Function.update_self]
    congr 1
    exact Finset.prod_congr rfl fun i hi => by
      rw [Function.update_of_ne (Finset.ne_of_mem_erase hi)]
  rw [h]
  exact (hasDerivAt_cos _).mul_const _
```

For $k\notin S$ the cost does not contain $\theta_k$. The derivative then vanishes identically and its mean square is $0$, which differs from $2^{-|S|}$.

## Independent angles and continuous factors

The average is taken with a product measure, which describes angles drawn independently. For a set $T\subseteq\iota$ and one-angle functions $g_i$, Fubini's theorem gives
$$\Big\langle\prod_{i\in T}g_i(\theta_i)\Big\rangle=\prod_{i\in T}\frac{1}{2\pi}\int_0^{2\pi}g_i\,dt\;\prod_{i\notin T}\frac{1}{2\pi}\int_0^{2\pi}1\,dt=\prod_{i\in T}\overline{g_i}.$$
The argument `hg` asks each $g_i$ to be continuous. A continuous function on the compact cube is integrable, which is the condition that Fubini's theorem needs, and `cubeAvg_prod` states integrability together with the factorisation. The proof pads the product with the constant $1$ outside $T$ (the function `G`), writes the restricted volume as a product measure with `Measure.restrict_pi_pi`, applies `integral_fintype_prod_eq_prod`, and gives each coordinate one factor $(2\pi)^{-1}$ through `h3`.

```lean
/-- A product of continuous functions of single angles is integrable on the cube, and its
average is the product of the single-angle averages. -/
theorem cubeAvg_prod (T : Finset ι) (g : ι → ℝ → ℝ) (hg : ∀ i, Continuous (g i)) :
    IntegrableOn (fun θ : ι → ℝ => ∏ i ∈ T, g i (θ i)) (cube ι) ∧
      cubeAvg (fun θ : ι → ℝ => ∏ i ∈ T, g i (θ i)) = ∏ i ∈ T, angleAvg (g i) := by
  have hc : Continuous fun θ : ι → ℝ => ∏ i ∈ T, g i (θ i) :=
    continuous_finsetProd _ fun i _ => (hg i).comp (continuous_apply i)
  refine ⟨hc.continuousOn.integrableOn_compact (isCompact_univ_pi fun _ => isCompact_Icc), ?_⟩
  obtain ⟨G, hG⟩ : ∃ G : ι → ℝ → ℝ, ∀ i t, G i t = if i ∈ T then g i t else 1 :=
    ⟨_, fun _ _ => rfl⟩
  have h1 : (fun θ : ι → ℝ => ∏ i ∈ T, g i (θ i)) = fun θ => ∏ i, G i (θ i) := by
    funext θ
    simp only [hG]
    rw [Finset.prod_ite_mem, Finset.univ_inter]
  have h2 : ∏ i ∈ T, angleAvg (g i) = ∏ i, if i ∈ T then angleAvg (g i) else 1 := by
    rw [Finset.prod_ite_mem, Finset.univ_inter]
  have h3 : ((2 * π) ^ Fintype.card ι)⁻¹ = ∏ _i : ι, (2 * π)⁻¹ := by
    rw [Finset.prod_const, Finset.card_univ, inv_pow]
  have hI : ∀ f : ℝ → ℝ, ∫ t in Set.Icc 0 (2 * π), f t = ∫ t in (0 : ℝ)..(2 * π), f t := by
    intro f
    rw [integral_Icc_eq_integral_Ioc, intervalIntegral.integral_of_le two_pi_pos.le]
  -- Fubini on the cube
  have h4 : ∫ θ in cube ι, ∏ i, G i (θ i) = ∏ i, ∫ t in Set.Icc 0 (2 * π), G i t := by
    unfold cube
    rw [volume_pi, Measure.restrict_pi_pi, integral_fintype_prod_eq_prod G]
  rw [h1, h2]
  simp only [cubeAvg]
  rw [h4, h3, ← Finset.prod_mul_distrib]
  refine Finset.prod_congr rfl fun i _ => ?_
  rw [hI (G i)]
  by_cases hi : i ∈ T
  · have e : G i = g i := funext fun t => by rw [hG, if_pos hi]
    rw [if_pos hi, e]
    rfl
  · have e : G i = fun _ => 1 := funext fun t => by rw [hG, if_neg hi]
    have e1 : ∫ t in (0 : ℝ)..(2 * π), G i t = 2 * π := by
      rw [e]
      simp
    rw [if_neg hi, e1]
    exact inv_mul_cancel₀ two_pi_pos.ne'
```

Continuity is used only in the integrability half. That half matters because Lean assigns the value $0$ to the integral of a non-integrable function and to `deriv` at a non-differentiable point, so a statement of mean zero has its physical meaning only together with `IntegrableOn` and `HasDerivAt`. Integrable factors would be enough for the factorisation, and a factor such as $1/t$ has no finite average. Independence affects the values: with two qubits locked to a common uniform angle $t$, the squared partial derivative averages to $\overline{\sin^2t\cos^2t}=1/8$ in place of $1/4$.

## Uniform weight over a full period

Uniform sampling on $[0,2\pi]$ stands for an initialisation with no information about the optimum. It fixes three numbers:
$$\overline{-\sin}=\frac{[\cos t]_0^{2\pi}}{2\pi}=0,\qquad \overline{\sin^2}=\overline{\tfrac12(1-\cos2t)}=\tfrac12,\qquad \overline{\cos^2}=\overline{\tfrac12(1+\cos2t)}=\tfrac12 .$$
Set $F_k=-\sin$ and $F_i=\cos$ for $i\ne k$. Then $\partial_kE_S=\prod_{i\in S}F_i(\theta_i)$ and $(\partial_kE_S)^2=\prod_{i\in S}F_i(\theta_i)^2$, and the factorisation with $T=S$ gives
$$\langle\partial_kE_S\rangle=\prod_{i\in S}\overline{F_i}=0,\qquad \langle(\partial_kE_S)^2\rangle=\prod_{i\in S}\overline{F_i^2}=2^{-|S|}.$$
The mean vanishes because the factor $i=k$ is zero, which uses $k\in S$ once more. Since the mean is zero, the mean square is also the variance.

The theorem `grad_moments` has four conclusions for $k\in S$: the derivative is integrable on the cube, its average is $0$, its square is integrable, and the average of the square is `(1 / 2) ^ S.card`. The product forms are `hg` and `hg2`, the three numbers are `hs1`, `hs2` and `hc2`, and `A` and `B` are the two uses of `cubeAvg_prod`. The vanishing factor is `Finset.prod_eq_zero hk`.

```lean
/-- For `k ∈ S` the derivative in `θ k` and its square are integrable on the cube, the mean
is zero and the mean square is `(1/2)^|S|`. -/
theorem grad_moments (S : Finset ι) (k : ι) (hk : k ∈ S) :
    IntegrableOn (grad S k) (cube ι) ∧ cubeAvg (grad S k) = 0 ∧
      IntegrableOn (fun θ => grad S k θ ^ 2) (cube ι) ∧
      cubeAvg (fun θ => grad S k θ ^ 2) = (1 / 2) ^ S.card := by
  obtain ⟨F, hF0, hF1⟩ : ∃ F : ι → ℝ → ℝ,
      (F k = fun t => -sin t) ∧ ∀ i, i ≠ k → F i = cos :=
    ⟨fun i => if i = k then (fun t => -sin t) else cos, by simp, fun i hi => by simp [hi]⟩
  have hc : ∀ i, Continuous (F i) := by
    intro i
    by_cases h : i = k
    · rw [h, hF0]
      exact continuous_sin.neg
    · rw [hF1 i h]
      exact continuous_cos
  -- the derivative is a product of single-angle factors
  have hg : grad S k = fun θ => ∏ i ∈ S, F i (θ i) := by
    funext θ
    have h1 : ∏ i ∈ S.erase k, cos (θ i) = ∏ i ∈ S.erase k, F i (θ i) :=
      Finset.prod_congr rfl fun i hi => by rw [hF1 i (Finset.ne_of_mem_erase hi)]
    have h0 : F k (θ k) = -sin (θ k) := by rw [hF0]
    unfold grad
    rw [(hasDerivAt_energy S k hk θ).deriv, ← Finset.mul_prod_erase S _ hk, h1, h0]
  have hg2 : (fun θ => grad S k θ ^ 2) = fun θ => ∏ i ∈ S, F i (θ i) ^ 2 := by
    funext θ
    rw [hg, Finset.prod_pow]
  -- single-angle averages of sin, sin² and cos²
  have hs1 : angleAvg (fun t => -sin t) = 0 := by simp [angleAvg]
  have hs2 : angleAvg (fun t => (-sin t) ^ 2) = 1 / 2 := by
    simp only [angleAvg, neg_sq]
    rw [integral_sin_sq, sin_zero, sin_two_pi, inv_mul_eq_div, div_eq_iff two_pi_pos.ne']
    ring
  have hc2 : angleAvg (fun t => cos t ^ 2) = 1 / 2 := by
    simp only [angleAvg]
    rw [integral_cos_sq, sin_zero, sin_two_pi, inv_mul_eq_div, div_eq_iff two_pi_pos.ne']
    ring
  have hh : ∀ i ∈ S, angleAvg (fun t => F i t ^ 2) = 1 / 2 := by
    intro i _
    by_cases h : i = k
    · rw [h, hF0]
      exact hs2
    · rw [hF1 i h]
      exact hc2
  have A := cubeAvg_prod S F hc
  have B := cubeAvg_prod S (fun i t => F i t ^ 2) fun i => (hc i).pow 2
  rw [hg2, hg]
  refine ⟨A.1, A.2.trans (Finset.prod_eq_zero hk ?_), B.1, B.2.trans ?_⟩
  · rw [hF0]
    exact hs1
  · exact (Finset.prod_congr rfl hh).trans (Finset.prod_const _)
```

On a narrower window $[-\delta,\delta]$ with $\delta>0$, the average of $\cos^2$ is $\tfrac12+\frac{\sin2\delta}{4\delta}$, which tends to $1$ as $\delta\to0$, so the factor $1/2$ for each further qubit belongs to the chosen distribution. The result is also not pointwise: at $\theta_k=\pi/2$ with the other angles $0$ the derivative has size $1$.

## A positive threshold

The argument `hε : 0 < ε` makes $\varepsilon$ a size of derivative, for instance the smallest that a measurement resolves. Let $A_\varepsilon$ be the part of the cube where $|\partial_kE_S|\ge\varepsilon$, and $\operatorname{vol}$ the Lebesgue volume. For $\varepsilon>0$ this condition is equivalent to $(\partial_kE_S)^2\ge\varepsilon^2$. The square is at least $\varepsilon^2$ on $A_\varepsilon$ and nonnegative elsewhere, so
$$\varepsilon^2\operatorname{vol}(A_\varepsilon)\le\int_{[0,2\pi]^n}(\partial_kE_S)^2\,d^n\theta=(2\pi)^n\,2^{-|S|}.$$
Division by $\varepsilon^2(2\pi)^n$ gives
$$\frac{\operatorname{vol}(A_\varepsilon)}{(2\pi)^n}\le\frac{2^{-|S|}}{\varepsilon^2}.$$
In `grad_concentration` the volume of $A_\varepsilon$ is `(volume.restrict (cube ι)).real` applied to the set. Positivity is used in `hset`, through `abs_of_pos hε`, and in the final division, through `pow_pos hε 2`. Markov's inequality is `mul_meas_ge_le_integral_of_nonneg`, which takes the integrability `hint` from `grad_moments`.

```lean
/-- For `k ∈ S` and `ε > 0`, the fraction of the cube on which the derivative in `θ k` has
size at least `ε` is at most `(1/2)^|S| / ε²`. -/
theorem grad_concentration (S : Finset ι) (k : ι) (hk : k ∈ S) (ε : ℝ) (hε : 0 < ε) :
    (volume.restrict (cube ι)).real {θ | ε ≤ |grad S k θ|} / (2 * π) ^ Fintype.card ι
      ≤ (1 / 2) ^ S.card / ε ^ 2 := by
  obtain ⟨-, -, hint, h2⟩ := grad_moments S k hk
  simp only [cubeAvg] at h2
  have hP : 0 < (2 * π) ^ Fintype.card ι := pow_pos two_pi_pos _
  have hset : {θ | ε ^ 2 ≤ grad S k θ ^ 2} = {θ | ε ≤ |grad S k θ|} := by
    ext θ
    simp only [Set.mem_ofPred_eq]
    rw [sq_le_sq, abs_of_pos hε]
  -- Markov's inequality for the squared derivative
  have h : ε ^ 2 * (volume.restrict (cube ι)).real {θ | ε ^ 2 ≤ grad S k θ ^ 2}
      ≤ ∫ θ in cube ι, grad S k θ ^ 2 :=
    mul_meas_ge_le_integral_of_nonneg (f := fun θ => grad S k θ ^ 2)
      (Filter.Eventually.of_forall fun θ => sq_nonneg (grad S k θ)) hint (ε ^ 2)
  rw [hset] at h
  rw [← h2, div_le_div_iff₀ hP (pow_pos hε 2), mul_comm ((2 * π) ^ Fintype.card ι)⁻¹,
    inv_mul_cancel_right₀ hP.ne']
  linarith
```

For $\varepsilon\le0$ the set is the whole cube and the fraction is $1$. The bound then fails when $\varepsilon<-2^{-|S|/2}$, and at $\varepsilon=0$ its denominator is zero. For positive $\varepsilon$ it carries information when $\varepsilon>2^{-|S|/2}$; the choice $\varepsilon=2^{-|S|/4}$ bounds the fraction by $2^{-|S|/2}$.

## Global and local observables

The theorem `barren_plateau` takes $\iota$ to be `Fin n`, with qubits $0,\dots,n-1$, and $S$ to be all of them. It states that $E=\prod_i\cos\theta_i$ for all angles and that, for each $k$, the derivative in $\theta_k$ has mean $0$ and mean square $2^{-n}$. The condition $n\ge1$ is carried by the argument `k : Fin n`, since for $n=0$ there is no angle to vary. Membership $k\in S$ is automatic (`Finset.mem_univ k`), and the rest converts $(1/2)^n$ into an integer power of $2$. Integrability is not restated and comes from `grad_moments`.

```lean
/-- Barren plateau: for `Z ⊗ … ⊗ Z` on `n` qubits the energy is `∏ cos θ i`, and each partial
derivative has mean zero and mean square `2^(-n)` over `[0, 2π]^n`. -/
theorem barren_plateau (n : ℕ) (k : Fin n) :
    (∀ θ : Fin n → ℝ, energy Finset.univ θ = ∏ i, cos (θ i)) ∧
      cubeAvg (grad Finset.univ k) = 0 ∧
      cubeAvg (fun θ => grad Finset.univ k θ ^ 2) = (2 : ℝ) ^ (-(n : ℤ)) := by
  obtain ⟨-, h1, -, h2⟩ := grad_moments Finset.univ k (Finset.mem_univ k)
  refine ⟨energy_eq _, h1, ?_⟩
  rw [h2, Finset.card_univ, Fintype.card_fin, _root_.zpow_neg, zpow_natCast, one_div, inv_pow]
```

With $S=\{k\}$ the cost is $\cos\theta_k$, and `local_cost_mean_sq` gives mean square $1/2$ for any number of qubits. At $n=1$ the global and local statements coincide. In variational simulation the term barren plateau denotes a gradient variance that decays exponentially with the number of qubits, and it also covers deep random circuits, which are not treated here; in this one-layer, non-entangling, real ansatz, with a single $Z$ string as observable and independent uniform angles, the mean-square derivative in the angle of a qubit that carries $Z$ depends only on the number $|S|$ of such qubits. Over uniformly random starts, the root-mean-square derivative in $\theta_k$ is $2^{-n/2}$ for the global string and $2^{-1/2}$ for the local string with $Z$ on qubit $k$, whose derivatives in all other angles are zero.

```lean
/-- For the local cost with `Z` on qubit `k` alone, the derivative in `θ k` has mean square
`1/2` for any number of qubits. -/
theorem local_cost_mean_sq (k : ι) : cubeAvg (fun θ => grad {k} k θ ^ 2) = 1 / 2 := by
  obtain ⟨-, -, -, h2⟩ := grad_moments {k} k (Finset.mem_singleton_self k)
  rw [h2, Finset.card_singleton, pow_one]

end

end BarrenPlateau
```

```lean
#print axioms BarrenPlateau.grad_concentration
#print axioms BarrenPlateau.barren_plateau
#print axioms BarrenPlateau.local_cost_mean_sq
```

```
'BarrenPlateau.grad_concentration' depends on axioms: [propext, Classical.choice, Quot.sound]
'BarrenPlateau.barren_plateau' depends on axioms: [propext, Classical.choice, Quot.sound]
'BarrenPlateau.local_cost_mean_sq' depends on axioms: [propext, Classical.choice, Quot.sound]
```
